# Spin rotations leave the scalar part and the length of the vector part of a 2 × 2 spin density matrix unchanged

A spin density matrix is written here as n 1 + m·σ, with n a real number, m a real three-component vector and σ the Pauli matrices; the trace is then 2n, and neither normalisation nor positivity is assumed. The theorem takes a spin rotation U, that is, a unitary 2 × 2 matrix of determinant one, and supposes that U(n 1 + m·σ)U† = n′ 1 + m′·σ. It concludes that n′ = n and that m′ and m have the same Euclidean length. The proof compares traces to get n′ = n, then compares determinants, which equal n² − |m|², to get equal squared lengths, and last passes from the squares to the lengths themselves.

An attempt in Lean 4 with a fault in it:

```lean
import Mathlib

open Matrix

namespace RotationPreserves

noncomputable section

/-- The three Pauli matrices, in the order x, y, z. -/
def pauli : Fin 3 → Matrix (Fin 2) (Fin 2) ℂ :=
  ![!![0, 1; 1, 0], !![0, -Complex.I; Complex.I, 0], !![1, 0; 0, -1]]

/-- The spin density matrix `n 1 + m.σ` with real `n` and real vector `m`. -/
def spinDensity (n : ℝ) (m : Fin 3 → ℝ) : Matrix (Fin 2) (Fin 2) ℂ :=
  (n : ℂ) • (1 : Matrix (Fin 2) (Fin 2) ℂ) + ∑ a, (m a : ℂ) • pauli a

/-- The Euclidean length of the vector `m`. -/
def magnitude (m : Fin 3 → ℝ) : ℝ := √(m 0 ^ 2 + m 1 ^ 2 + m 2 ^ 2)

/-- A spin rotation: a unitary 2 by 2 matrix of determinant one. -/
def IsSpinRotation (U : Matrix (Fin 2) (Fin 2) ℂ) : Prop :=
  U * Uᴴ = 1 ∧ U.det = 1

/-- The entries of `n 1 + m.σ`, each written as a pair of real and imaginary part. -/
theorem spinDensity_eq (n : ℝ) (m : Fin 3 → ℝ) :
    spinDensity n m = !![⟨n + m 2, 0⟩, ⟨m 0, -m 1⟩; ⟨m 0, m 1⟩, ⟨n - m 2, 0⟩] := by
  ext i j
  fin_cases i <;> fin_cases j <;> apply Complex.ext <;>
    simp [spinDensity, pauli, Fin.sum_univ_three]
  ring

/-- If a spin rotation carries `n 1 + m.σ` to `n' 1 + m'.σ`, then `n' = n` and the vectors
`m'` and `m` have the same length. -/
theorem rotation_preserves {U : Matrix (Fin 2) (Fin 2) ℂ} (hU : IsSpinRotation U)
    {n n' : ℝ} {m m' : Fin 3 → ℝ}
    (h : U * spinDensity n m * Uᴴ = spinDensity n' m') :
    n' = n ∧ magnitude m' = magnitude m := by
  have tr : ∀ k v, (spinDensity k v).trace = ((2 * k : ℝ) : ℂ) := by
    intro k v
    rw [spinDensity_eq, Matrix.trace_fin_two_of]
    apply Complex.ext
    · rw [Complex.ofReal_re, Complex.add_re]; ring
    · rw [Complex.ofReal_im, Complex.add_im]; ring
  have dt : ∀ k v, (spinDensity k v).det = ((k ^ 2 - magnitude v ^ 2 : ℝ) : ℂ) := by
    intro k v
    have hv : magnitude v ^ 2 = v 0 ^ 2 + v 1 ^ 2 + v 2 ^ 2 := Real.sq_sqrt (by positivity)
    rw [spinDensity_eq, Matrix.det_fin_two_of]
    apply Complex.ext
    · rw [Complex.ofReal_re, hv]
      simp only [Complex.sub_re, Complex.mul_re]
      ring
    · rw [Complex.ofReal_im]
      simp only [Complex.sub_im, Complex.mul_im]
      ring
  -- the trace fixes `n`
  have h1 := congrArg Matrix.trace h
  rw [Matrix.trace_mul_comm, ← mul_assoc, mul_eq_one_comm.mp hU.1, one_mul, tr, tr] at h1
  have hn : n' = n := by linarith [Complex.ofReal_injective h1]
  -- the determinant then fixes the length of `m`
  have h2 := congrArg Matrix.det h
  rw [Matrix.det_mul, Matrix.det_mul, Matrix.det_conjTranspose, hU.2, star_one, one_mul,
    mul_one, dt, dt, hn] at h2
  have h3 := Complex.ofReal_injective h2
  exact ⟨hn, (sq_eq_sq₀ (Real.sqrt_nonneg _) (Real.sqrt_nonneg _)).mp (by linarith)⟩

end

end RotationPreserves
```

The error:

```
Main.lean:64:74: error: linarith failed to find a contradiction
case h1
U : Matrix (Fin 2) (Fin 2) ℂ
hU : IsSpinRotation U
n n' : ℝ
m m' : Fin 3 → ℝ
h : U * spinDensity n m * Uᴴ = spinDensity n' m'
tr : ∀ (k : ℝ) (v : Fin 3 → ℝ), (spinDensity k v).trace = ↑(2 * k)
dt : ∀ (k : ℝ) (v : Fin 3 → ℝ), (spinDensity k v).det = ↑(k ^ 2 - magnitude v ^ 2)
h1 : ↑(2 * n) = ↑(2 * n')
hn : n' = n
h2 : ↑(n ^ 2 - magnitude m ^ 2) = ↑(n ^ 2 - magnitude m' ^ 2)
h3 : n ^ 2 - magnitude m ^ 2 = n ^ 2 - magnitude m' ^ 2
a✝ : √(m' 0 ^ 2 + m' 1 ^ 2 + m' 2 ^ 2) ^ 2 < √(m 0 ^ 2 + m 1 ^ 2 + m 2 ^ 2) ^ 2
⊢ False
failed
```

Cause. The error is in the last step, where `linarith` has to prove that the squared lengths are equal. The fact it needs is in `h3`, but that is written with `magnitude m` and `magnitude m'`, while the negated goal in the message has the square roots written out. The two nonnegativity proofs are given as `Real.sqrt_nonneg _`, which speaks of `√`, so `sq_eq_sq₀` asks for an equation between squares of explicit roots. `linarith` does not unfold the definition `magnitude`, so it treats the two forms as unrelated quantities and finds no contradiction.

The repair states the equation as `h4`, in terms of `magnitude`, where it follows from `h3` by linear arithmetic. The new `pos` states nonnegativity for `magnitude` too; Lean accepts `Real.sqrt_nonneg _` as its proof by unfolding the definition. With `pos m'` and `pos m`, `sq_eq_sq₀` asks for exactly the equation `h4` supplies.

After these edits no error is left:

```diff
@@ -62,5 +62,7 @@
     mul_one, dt, dt, hn] at h2
   have h3 := Complex.ofReal_injective h2
-  exact ⟨hn, (sq_eq_sq₀ (Real.sqrt_nonneg _) (Real.sqrt_nonneg _)).mp (by linarith)⟩
+  have h4 : magnitude m' ^ 2 = magnitude m ^ 2 := by linarith
+  have pos : ∀ v, 0 ≤ magnitude v := fun v => Real.sqrt_nonneg _
+  exact ⟨hn, (sq_eq_sq₀ (pos m') (pos m)).mp h4⟩
 
 end
```
